# Orbitals dragged by a skew-adjoint generator add a constant mass to the ion in the Car–Parrinello kinetic energy

Let E be a complex inner product space whose vectors are the orbitals, and let ι be a finite set of labels i for them. The ion has one real coordinate R(t), and a prime on R or on an orbital means a time derivative. Norms and inner products are those of E, with ⟨x, y⟩ linear in y. The orbitals need not be normalised or mutually orthogonal.

```lean
import Mathlib

open Matrix

namespace CarParrinelloDragMass

noncomputable section

variable {E : Type*} [NormedAddCommGroup E] [InnerProductSpace ℂ E]
variable {ι : Type*} [Fintype ι]
```

A bounded linear operator A on E generates the motion of the orbitals. Starting from a fixed vector φ, the dragged orbital is

ψ(t) = exp(R(t)A) φ.

It depends on time only through R. For a translation, A plays the part of minus the derivative along the direction of motion; for a rotation, R is an angle. In Lean, `E →L[ℂ] E` is the type of bounded operators, and the real number R(t) is read as a complex scalar before it multiplies A.

```lean
/-- The orbital `exp (R(t) A) φ`, carried along by the ionic coordinate `R`. -/
def draggedOrbital (A : E →L[ℂ] E) (φ : E) (R : ℝ → ℝ) (t : ℝ) : E :=
  NormedSpace.exp ((R t : ℂ) • A) φ
```

The kinetic energy is defined for any orbital paths ψ_i(t), dragged or not:

T = M R′²/2 + μ Σ_i ‖ψ_i′‖².

Here M is the ionic mass and μ the fictitious mass, the inertia parameter that Car–Parrinello dynamics assigns to the orbitals. The orbital term carries no factor 1/2, which is why a factor 2 appears in the next definition. Lean's `deriv` is the actual time derivative wherever that exists, and zero elsewhere, so the definition does not presuppose the result.

```lean
/-- The kinetic energy of an ion of mass `M` plus the fictitious kinetic energy of the
orbitals `ψ i` with fictitious mass `μ`. -/
def kineticEnergy (M μ : ℝ) (R : ℝ → ℝ) (ψ : ι → ℝ → E) (t : ℝ) : ℝ :=
  M * (deriv R t) ^ 2 / 2 + μ * ∑ i, ‖deriv (ψ i) t‖ ^ 2
```

The candidate for the extra mass, written ΔM below, uses only μ, the generator and the starting vectors φ_i:

ΔM = 2μ Σ_i ‖Aφ_i‖².

```lean
/-- The drag mass `2 μ ∑ ‖A φ_i‖²`. -/
def dragMass (μ : ℝ) (A : E →L[ℂ] E) (φ : ι → E) : ℝ :=
  2 * μ * ∑ i, ‖A (φ i)‖ ^ 2
```

## When the drag mass vanishes

Suppose μ > 0. Then ΔM = 0 forces Σ_i ‖Aφ_i‖² = 0. A sum of non-negative terms is zero only if every term is zero, so Aφ_i = 0 for each i. The converse is immediate. An orbital therefore contributes nothing exactly when the generator annihilates it. If E is complete, so that the exponential series converges, such an orbital does not move at all: exp(RA)φ_i = φ_i for every R. A change of phase alone does count: if A is multiplication by the imaginary unit, the physical state of a nonzero orbital stays the same, but ΔM is not zero.

The smallest case has no orbitals at all: the sum is empty, ΔM = 0, and the bare ion remains. In the proof, `mul_eq_zero` separates the factor 2μ from the sum, and `Finset.sum_eq_zero_iff_of_nonneg` treats the sum term by term.

```lean
/-- For positive fictitious mass, the drag mass vanishes exactly when the generator
annihilates every orbital. -/
theorem dragMass_eq_zero_iff {μ : ℝ} (hμ : 0 < μ) (A : E →L[ℂ] E) (φ : ι → E) :
    dragMass μ A φ = 0 ↔ ∀ i, A (φ i) = 0 := by
  have h2 : 2 * μ ≠ 0 := by positivity
  unfold dragMass
  rw [mul_eq_zero, or_iff_right h2,
    Finset.sum_eq_zero_iff_of_nonneg (fun i _ => sq_nonneg _)]
  simp
```

## The dragging preserves norms

From here on E is complete, hence a Hilbert space, and A is skew-adjoint: A† = −A, written `star A = -A`. This condition ensures that the dragging changes no orbital's norm, although it may change an orbital's shape.

To see this, take a vector v and set u(s) = exp(sA)v, so that du/ds = Au. For every x,

⟨Ax, x⟩ = ⟨x, A†x⟩ = −⟨x, Ax⟩.

Hence

d⟨u, u⟩/ds = ⟨u, Au⟩ + ⟨Au, u⟩ = 0,

and the squared norm keeps its value at s = 0:

‖exp(rA)v‖ = ‖v‖ for every real r.

The Lean proof uses the same steps. `hskew` and `hz` are the two inner-product identities, `hd` is the differential equation for u, and `hc` says that the squared norm has zero derivative. `is_const_of_deriv_eq_zero` then compares s = r with s = 0.

```lean
variable [CompleteSpace E]

/-- The exponential of a real multiple of a skew-adjoint operator preserves norms. -/
theorem norm_exp_skew {A : E →L[ℂ] E} (hA : star A = -A) (r : ℝ) (v : E) :
    ‖NormedSpace.exp ((r : ℂ) • A) v‖ = ‖v‖ := by
  have hskew : ∀ x : E, inner ℂ (A x) x = -inner ℂ x (A x) := by
    intro x
    rw [← ContinuousLinearMap.adjoint_inner_right A x x,
      ← ContinuousLinearMap.star_eq_adjoint, hA]
    exact inner_neg_right x (A x)
  have hz : ∀ x : E, inner ℂ x (A x) + inner ℂ (A x) x = 0 := by
    intro x
    rw [hskew x]
    ring
  have hd : ∀ s : ℝ, HasDerivAt (fun s : ℝ => NormedSpace.exp ((s : ℂ) • A) v)
      (A (NormedSpace.exp ((s : ℂ) • A) v)) s := by
    intro s
    have h1 : HasDerivAt (fun u : ℂ => NormedSpace.exp (u • A) v)
        (A (NormedSpace.exp ((s : ℂ) • A) v)) (s : ℂ) := by
      have h2 := (hasDerivAt_exp_smul_const' A (s : ℂ)).clm_apply
        (hasDerivAt_const (s : ℂ) v)
      simpa using h2
    have h3 := HasDerivAt.scomp s h1 (hasDerivAt_id' s).ofReal_comp
    exact h3.congr_deriv (by simp)
  -- the squared norm is constant along the path from `0` to `r`
  have hc : ∀ s : ℝ, HasDerivAt (fun s : ℝ => inner ℂ (NormedSpace.exp ((s : ℂ) • A) v)
      (NormedSpace.exp ((s : ℂ) • A) v)) 0 s :=
    fun s => (HasDerivAt.inner ℂ (hd s) (hd s)).congr_deriv (hz _)
  have h0 : NormedSpace.exp (((0 : ℝ) : ℂ) • A) v = v := by simp
  have h : inner ℂ (NormedSpace.exp ((r : ℂ) • A) v) (NormedSpace.exp ((r : ℂ) • A) v)
      = inner ℂ (NormedSpace.exp (((0 : ℝ) : ℂ) • A) v)
        (NormedSpace.exp (((0 : ℝ) : ℂ) • A) v) :=
    is_const_of_deriv_eq_zero (fun s => (hc s).differentiableAt)
      (fun s => (hc s).deriv) r 0
  rw [h0] at h
  rw [norm_eq_sqrt_re_inner (𝕜 := ℂ) (NormedSpace.exp ((r : ℂ) • A) v), h,
    ← norm_eq_sqrt_re_inner (𝕜 := ℂ) v]
```

## The velocity of a dragged orbital

The chain rule gives

ψ′ = R′ exp(RA) Aφ.

This step does not need A to be skew-adjoint. In the Lean statement `v` is now a number, the value of R′ at time t. The proof differentiates exp(uA)φ with respect to a complex parameter u, then composes with the real path R by `HasDerivAt.scomp`.

```lean
/-- The velocity of a dragged orbital is the ionic velocity times `exp (R A) A φ`. -/
theorem hasDerivAt_draggedOrbital (A : E →L[ℂ] E) (φ : E) {R : ℝ → ℝ} {v t : ℝ}
    (hR : HasDerivAt R v t) :
    HasDerivAt (draggedOrbital A φ R)
      ((v : ℂ) • NormedSpace.exp ((R t : ℂ) • A) (A φ)) t := by
  -- differentiate in a complex parameter first, then follow the real path `R`
  have h : HasDerivAt (fun u : ℂ => NormedSpace.exp (u • A) φ)
      (NormedSpace.exp ((R t : ℂ) • A) (A φ)) (R t : ℂ) := by
    have h1 := (hasDerivAt_exp_smul_const A (R t : ℂ)).clm_apply
      (hasDerivAt_const (R t : ℂ) φ)
    simpa using h1
  exact HasDerivAt.scomp t h hR.ofReal_comp
```

## The ionic mass becomes M + ΔM

Apply norm preservation to the vector Aφ_i:

‖ψ_i′‖² = R′² ‖exp(RA)Aφ_i‖² = R′² ‖Aφ_i‖².

Summing over i and collecting the common factor,

T = M R′²/2 + μ R′² Σ_i ‖Aφ_i‖² = (M + ΔM) R′²/2.

The theorem requires R to be differentiable only at the instant considered, and M and μ may be any real numbers. In the proof, `h` is the formula for one orbital, `Finset.sum_mul` takes R′² out of the sum, and `ring` does the remaining algebra.

```lean
/-- For orbitals dragged by a skew-adjoint generator, the ionic plus fictitious kinetic energy is
that of a single particle whose mass is the ionic mass plus the drag mass. -/
theorem kineticEnergy_dragged (M μ : ℝ) {A : E →L[ℂ] E} (hA : star A = -A) (φ : ι → E)
    {R : ℝ → ℝ} {t : ℝ} (hR : DifferentiableAt ℝ R t) :
    kineticEnergy M μ R (fun i => draggedOrbital A (φ i) R) t
      = (M + dragMass μ A φ) * (deriv R t) ^ 2 / 2 := by
  have h : ∀ i, ‖deriv (draggedOrbital A (φ i) R) t‖ ^ 2
      = ‖A (φ i)‖ ^ 2 * (deriv R t) ^ 2 := by
    intro i
    rw [(hasDerivAt_draggedOrbital A (φ i) hR.hasDerivAt).deriv, norm_smul,
      norm_exp_skew hA, Complex.norm_real, mul_pow, Real.norm_eq_abs, sq_abs, mul_comm]
  unfold kineticEnergy dragMass
  simp only [h]
  rw [← Finset.sum_mul]
  ring
```

Without skew-adjointness the formula can fail, even in one dimension. Take E = ℂ, A = 1, φ = 1 and R(t) = t. Then ψ(t) = eᵗ and

T = M/2 + μ e²ᵗ,

whereas (M + ΔM)R′²/2 = M/2 + μ. For μ ≠ 0 the two agree only at t = 0. The orbital grows as it is dragged, and its inertia grows with it.

In a Car–Parrinello simulation the orbitals are independent variables with their own equations of motion and orthonormality constraints. Here their path is prescribed, so the result describes the inertia of orbitals that follow the ion perfectly, and says nothing about how closely real trajectories do so. The generator is also bounded, which excludes the derivatives that generate translations and rotations on the full space of square-integrable functions. In a finite basis of orthonormal plane waves, the derivative along a direction is a skew-Hermitian matrix, and the theorem applies to translations.

## Skew-Hermitian matrices in an orthonormal basis

When the orbitals are expanded in a finite orthonormal basis that stays fixed as the ion moves, A is a matrix and the condition reads

Aᴴ = −A,

where Aᴴ is the conjugate transpose. The same identity follows:

M R′²/2 + μ Σ_i ‖ψ_i′‖² = (M + 2μ Σ_i ‖Aφ_i‖²) R′²/2.

`EuclideanSpace ℂ n` is the space of coefficient vectors with the usual norm, and `Matrix.toEuclideanCLM` turns the matrix into an operator on it. This map takes the conjugate transpose to the adjoint, so `hs` supplies the skew-adjointness that the general theorem needs. A non-orthogonal basis would require its overlap matrix in the norm and is not treated.

```lean
/-- The mass renormalization for a skew-Hermitian matrix `A` acting on orbitals expanded
in a finite orthonormal basis. -/
theorem kineticEnergy_dragged_matrix {n : Type*} [Fintype n] [DecidableEq n] (M μ : ℝ)
    {A : Matrix n n ℂ} (hA : Aᴴ = -A) (φ : ι → EuclideanSpace ℂ n)
    {R : ℝ → ℝ} {t : ℝ} (hR : DifferentiableAt ℝ R t) :
    kineticEnergy M μ R
        (fun i => draggedOrbital (Matrix.toEuclideanCLM (n := n) (𝕜 := ℂ) A) (φ i) R) t
      = (M + 2 * μ * ∑ i, ‖Matrix.toEuclideanCLM (n := n) (𝕜 := ℂ) A (φ i)‖ ^ 2)
        * (deriv R t) ^ 2 / 2 := by
  have hs : star (Matrix.toEuclideanCLM (n := n) (𝕜 := ℂ) A)
      = -Matrix.toEuclideanCLM (n := n) (𝕜 := ℂ) A := by
    rw [← map_star, Matrix.star_eq_conjTranspose, hA, map_neg]
  exact kineticEnergy_dragged M μ hs φ hR
```

## Newton's equation with the larger mass

Now add a potential energy V(R). Since the dragged orbitals are functions of R, any electronic energy that depends only on them and on R can be included in V. The total energy is

(M + ΔM) R′²/2 + V(R).

Let a be the acceleration R″ at time t, and let V′ be the slope of V at R(t). The rate of change of the energy is

R′ ((M + ΔM) a + V′).

If R′ ≠ 0, this vanishes exactly when

(M + ΔM) a = −V′.

At a turning point R′ = 0, and the energy is stationary whatever the acceleration; this is why the theorem assumes `deriv R t ≠ 0`. The statement is a power balance at one instant for the prescribed orbital motion, not a derivation of the Car–Parrinello equations from a Lagrangian.

In Lean, the mass formula first replaces the kinetic energy at all times, which is why R is assumed differentiable everywhere. `h` is then the power balance. One direction cancels the velocity, and the other substitutes Newton's equation.

```lean
/-- At an instant when the ion moves, the total energy with potential `V` is stationary
exactly when Newton's equation holds with the ionic mass increased by the drag mass. -/
theorem energy_stationary_iff_newton (M μ : ℝ) {A : E →L[ℂ] E} (hA : star A = -A)
    (φ : ι → E) {R V : ℝ → ℝ} {t a V' : ℝ} (hR : Differentiable ℝ R)
    (ha : HasDerivAt (deriv R) a t) (hV : HasDerivAt V V' (R t)) (hv : deriv R t ≠ 0) :
    HasDerivAt (fun s => kineticEnergy M μ R (fun i => draggedOrbital A (φ i) R) s
      + V (R s)) 0 t ↔ (M + dragMass μ A φ) * a = -V' := by
  simp only [fun s => kineticEnergy_dragged M μ hA φ (hR s)]
  -- the power balance: velocity times (mass times acceleration minus force)
  have h : HasDerivAt (fun s => (M + dragMass μ A φ) * (deriv R s) ^ 2 / 2 + V (R s))
      (deriv R t * ((M + dragMass μ A φ) * a + V')) t := by
    have h1 := ((ha.fun_pow 2).const_mul (M + dragMass μ A φ)).div_const 2
    have h2 : HasDerivAt (fun s => V (R s)) (V' * deriv R t) t :=
      hV.comp t (hR t).hasDerivAt
    refine (h1.fun_add h2).congr_deriv ?_
    norm_num
    ring
  constructor
  · intro h0
    have h3 := (mul_eq_zero.mp (h.unique h0)).resolve_left hv
    linarith
  · intro h0
    refine h.congr_deriv ?_
    rw [h0]
    ring
```

## The frequency of a harmonic vibration

Take V(R) = kR²/2 and the motion R(t) = a cos(ωt), where a now denotes the amplitude and both a and ω are nonzero. Then R′ = −aω sin(ωt), and the energy is

(M + ΔM) a²ω² sin²(ωt)/2 + k a² cos²(ωt)/2.

At t = 0 it equals ka²/2. At t = π/(2ω), when the ion passes through equilibrium, it equals (M + ΔM)a²ω²/2. If the energy is conserved, these values agree, and cancelling a²/2 gives

(M + ΔM) ω² = k.

Conversely, if this relation holds, the energy is (ka²/2)(sin²(ωt) + cos²(ωt)) = ka²/2 at every time.

For positive M, k and ΔM, the frequency √(k/(M + ΔM)) lies below the bare value √(k/M). In this model of one coordinate with perfectly following orbitals, a larger fictitious mass therefore lowers the vibrational frequency, provided that some Aφ_i is nonzero.

The Lean proof computes R′ in `hd`. It then evaluates conservation at the same quarter period for the forward direction, and uses sin² + cos² = 1 for the converse.

```lean
/-- A harmonic oscillation of nonzero amplitude and frequency in a spring potential
conserves the total energy exactly when `(M + drag mass) ω² = k`. -/
theorem harmonic_frequency (M μ k : ℝ) {A : E →L[ℂ] E} (hA : star A = -A) (φ : ι → E)
    {a ω : ℝ} (ha : a ≠ 0) (hω : ω ≠ 0) {R : ℝ → ℝ}
    (hR : R = fun s => a * Real.cos (ω * s)) :
    (∀ t, kineticEnergy M μ R (fun i => draggedOrbital A (φ i) R) t + k * R t ^ 2 / 2
      = kineticEnergy M μ R (fun i => draggedOrbital A (φ i) R) 0 + k * R 0 ^ 2 / 2)
      ↔ (M + dragMass μ A φ) * ω ^ 2 = k := by
  have hd : ∀ t, HasDerivAt R (-(a * ω * Real.sin (ω * t))) t := by
    intro t
    rw [hR]
    have h := (((hasDerivAt_id t).const_mul ω).cos).const_mul a
    exact h.congr_deriv (by simp only [id_eq, mul_one]; ring)
  have hval : ∀ t, R t = a * Real.cos (ω * t) := fun t => by rw [hR]
  simp only [fun t => kineticEnergy_dragged M μ hA φ (hd t).differentiableAt,
    fun t => (hd t).deriv, hval, mul_zero, Real.sin_zero, Real.cos_zero]
  constructor
  · intro h
    -- compare the turning point with the passage through equilibrium
    have h1 := h (Real.pi / (2 * ω))
    have h2 : ω * (Real.pi / (2 * ω)) = Real.pi / 2 := by field_simp
    rw [h2, Real.sin_pi_div_two, Real.cos_pi_div_two] at h1
    exact mul_left_cancel₀ (pow_ne_zero 2 ha) (by linear_combination 2 * h1)
  · intro h t
    linear_combination (a ^ 2 * Real.sin (ω * t) ^ 2 / 2) * h
      + (k * a ^ 2 / 2) * Real.sin_sq_add_cos_sq (ω * t)
```

## A rotation in two dimensions

A small example has a nonzero drag mass whenever μ ≠ 0. Let A be the matrix with rows (0, −1) and (1, 0), and take the single orbital φ = (1, 0). Then Aᴴ = −A and

Aφ = (0, 1), ‖Aφ‖² = 1, ΔM = 2μ.

The dragged orbital is (cos R, sin R), which moves around the unit circle at speed |R′|. Its fictitious kinetic energy is μR′², as a mass 2μ requires. Because R is an angle here, M and ΔM act as moments of inertia.

The theorem checks the skew-Hermitian condition entry by entry and then evaluates the drag mass from its definition.

```lean
/-- The generator of plane rotations is skew-Hermitian and gives the first basis orbital
the drag mass `2 μ`. -/
theorem dragMass_witness (μ : ℝ) :
    (!![0, -1; 1, 0] : Matrix (Fin 2) (Fin 2) ℂ)ᴴ = -!![0, -1; 1, 0] ∧
    dragMass μ (Matrix.toEuclideanCLM (n := Fin 2) (𝕜 := ℂ) !![0, -1; 1, 0])
      (fun _ : Fin 1 => !₂[(1 : ℂ), 0]) = 2 * μ := by
  constructor
  · ext i j
    fin_cases i <;> fin_cases j <;> simp [Matrix.conjTranspose_apply]
  · simp [dragMass, EuclideanSpace.norm_sq_eq, Fin.sum_univ_succ]

end

end CarParrinelloDragMass
```

```lean
#print axioms CarParrinelloDragMass.kineticEnergy_dragged
-- 'CarParrinelloDragMass.kineticEnergy_dragged' depends on axioms: [propext, Classical.choice, Quot.sound]
#print axioms CarParrinelloDragMass.kineticEnergy_dragged_matrix
-- 'CarParrinelloDragMass.kineticEnergy_dragged_matrix' depends on axioms: [propext, Classical.choice, Quot.sound]
#print axioms CarParrinelloDragMass.energy_stationary_iff_newton
-- 'CarParrinelloDragMass.energy_stationary_iff_newton' depends on axioms: [propext, Classical.choice, Quot.sound]
#print axioms CarParrinelloDragMass.harmonic_frequency
-- 'CarParrinelloDragMass.harmonic_frequency' depends on axioms: [propext, Classical.choice, Quot.sound]
```
